# Linear Bloch phases maximise the Pipek-Mezey functional for one band with one orthonormal orbital per cell

Before Bloch orbitals are Fourier-summed into a Wannier function, a phase has to be fixed at every crystal momentum, because diagonalisation leaves it arbitrary. For a single band, the Pipek-Mezey criterion selects phases that maximise the sum of squared site populations; with several bands it selects unitary matrices that also mix the bands at each momentum. An iterative optimiser may stop at a stationary point that is not the global maximum, so it helps to have a case where the global maximum is known. For a single non-interacting band on a finite ring with one orbital per cell, all orthonormal, that maximum is 1 per Wannier function, and the phases that reach it can be listed.

## The ring and its Wannier function

Take \(N\ge 1\) cells, each with one orbital, all orthonormal. Crystal momenta \(k\) and cells \(R\) are both labelled by integers modulo \(N\), the Lean type `ZMod N`, so periodicity is built in. The assumption `NeZero N` excludes \(N=0\), for which `ZMod N` would be the infinite set of all integers.

```lean
import Mathlib

open Finset ZMod
open scoped ComplexConjugate

namespace PipekMezeyRing

noncomputable section

variable {N : ℕ} [NeZero N]
```

With one orbital per cell, translation symmetry fixes the normalised Bloch state at \(k\) up to a phase \(z_k\). The Wannier function built from these states has the amplitude

\[
w_R=\frac1N\sum_k z_k\,e^{2\pi i kR/N}
\]

on cell \(R\). In Lean, `z` is any complex function on `ZMod N`; the condition \(|z_k|=1\) appears later as the hypothesis `hz`, which expresses the normalisation of the Bloch states.

```lean
/-- The Wannier amplitude on cell `R` of an `N`-cell ring, built from the Bloch phases `z`;
`stdAddChar (k * R)` is the lattice phase `exp (2πi k R / N)`. -/
def wannier (z : ZMod N → ℂ) (R : ZMod N) : ℂ :=
  (1 / (N : ℂ)) * ∑ k, z k * stdAddChar (k * R)
```

In an orthonormal site basis the population of cell \(R\) is \(|w_R|^2\), and the functional is \(\sum_R|w_R|^4\). One Wannier function is enough, since the others are its translates. Overlapping orbitals, several bands and several orbitals per cell are not covered.

```lean
/-- The Pipek-Mezey functional: the sum over cells of `‖w_R‖ ^ 4`, the square of the site population
`‖w_R‖ ^ 2`. -/
def pipekMezey (z : ZMod N → ℂ) : ℝ := ∑ R, ‖wannier z R‖ ^ 4
```

The code writes the exponential as the additive character `stdAddChar`. On integer representatives it is the usual lattice phase.

```lean
/-- For integer labels `k` and `R` the lattice phase is `exp (2πi k R / N)`. -/
theorem phase_eq_exp (k R : ℤ) :
    (stdAddChar ((k : ZMod N) * (R : ZMod N)) : ℂ) =
      Complex.exp (2 * Real.pi * Complex.I * k * R / N) := by
  rw [← Int.cast_mul, ZMod.stdAddChar_coe]
  congr 1
  push_cast
  ring
```

## Returning from cells to momenta

Let \(S=\sum_R e^{2\pi i Ra/N}\). If \(a=0\) modulo \(N\), every term is 1 and \(S=N\). Otherwise, shifting \(R\) by one only permutes the terms, so \(S=e^{2\pi i a/N}S\); the factor differs from 1, hence \(S=0\). Lean obtains this from Mathlib's theorem on primitive characters.

```lean
/-- Lattice phases summed over the ring give `N` at zero momentum and zero otherwise. -/
theorem phase_sum (a : ZMod N) :
    ∑ R : ZMod N, (stdAddChar (R * a) : ℂ) = if a = 0 then (N : ℂ) else 0 := by
  rw [AddChar.sum_mulShift a (ZMod.isPrimitive_stdAddChar N)]
  split_ifs <;> simp [ZMod.card]
```

Inserting the definition of \(w_R\) and exchanging the sums gives

\[
\sum_R w_R e^{-2\pi i kR/N}
=\frac1N\sum_q z_q\sum_R e^{2\pi i R(q-k)/N}=z_k .
\]

The three steps of the `calc` block are the same: expand, exchange with `sum_comm`, and keep only \(q=k\) with `sum_eq_single`.

```lean
/-- The Bloch phases are recovered from the Wannier amplitudes by the inverse lattice
Fourier transform. -/
theorem bloch_from_wannier (z : ZMod N → ℂ) (k : ZMod N) :
    ∑ R, wannier z R * stdAddChar (-(k * R)) = z k := by
  have hN : (N : ℂ) ≠ 0 := Nat.cast_ne_zero.mpr (NeZero.ne N)
  calc ∑ R, wannier z R * stdAddChar (-(k * R))
      = ∑ R, ∑ q, (1 / (N : ℂ)) * (z q * stdAddChar (R * (q - k))) := by
        refine sum_congr rfl fun R _ => ?_
        rw [wannier, mul_sum, sum_mul]
        refine sum_congr rfl fun q _ => ?_
        rw [show R * (q - k) = q * R + -(k * R) by ring, AddChar.map_add_eq_mul]
        ring
    _ = ∑ q, (1 / (N : ℂ)) * (z q * ∑ R : ZMod N, stdAddChar (R * (q - k))) := by
        rw [sum_comm]
        simp only [mul_sum]
    _ = z k := by
        -- only the momentum q = k survives
        rw [sum_eq_single k]
        · rw [phase_sum, if_pos (sub_self k)]
          field_simp
        · intro q _ hq
          rw [phase_sum, if_neg (sub_ne_zero.mpr hq)]
          simp
        · intro h
          exact absurd (mem_univ k) h
```

## The populations add up to one

Expanding the conjugate amplitude and applying the inverse transform gives Parseval's identity:

\[
\sum_R w_R\overline{w_R}
=\frac1N\sum_k\overline{z_k}\sum_R w_R e^{-2\pi i kR/N}
=\frac1N\sum_k|z_k|^2 .
\]

The proof establishes this over the complex numbers as `key`, then transfers it to the reals. It does not need unimodular phases.

```lean
/-- Parseval's identity on the ring: the total site population is the mean of `‖z_k‖ ^ 2`. -/
theorem parseval (z : ZMod N → ℂ) :
    ∑ R, ‖wannier z R‖ ^ 2 = (1 / (N : ℝ)) * ∑ k, ‖z k‖ ^ 2 := by
  have key : ∑ R, wannier z R * conj (wannier z R)
      = (1 / (N : ℂ)) * ∑ k, z k * conj (z k) := by
    calc ∑ R, wannier z R * conj (wannier z R)
        = ∑ R, ∑ k, (1 / (N : ℂ)) *
            (conj (z k) * (wannier z R * stdAddChar (-(k * R)))) := by
          refine sum_congr rfl fun R _ => ?_
          have h : conj (wannier z R)
              = (1 / (N : ℂ)) * ∑ k, conj (z k) * stdAddChar (-(k * R)) := by
            simp only [wannier, map_mul, map_sum, map_div₀, map_one, map_natCast,
              AddChar.map_neg_eq_conj]
          rw [h, mul_sum, mul_sum]
          exact sum_congr rfl fun k _ => by ring
      _ = ∑ k, (1 / (N : ℂ)) *
            (conj (z k) * ∑ R, wannier z R * stdAddChar (-(k * R))) := by
          rw [sum_comm]
          simp only [mul_sum]
      _ = (1 / (N : ℂ)) * ∑ k, z k * conj (z k) := by
          simp only [bloch_from_wannier]
          rw [mul_sum]
          exact sum_congr rfl fun k _ => by ring
  simp only [Complex.mul_conj, Complex.normSq_eq_norm_sq] at key
  apply Complex.ofReal_injective
  push_cast at key ⊢
  exact key
```

## Squared populations and a single occupied site

Let \(p_i\ge0\) with \(\sum_i p_i=1\). Each \(p_i\) is then at most 1, and

\[
1-\sum_i p_i^2=\sum_i p_i(1-p_i)\ge0 .
\]

If the left side vanishes, so does every term on the right, and each \(p_i\) is 0 or 1. They cannot all be 0, so some \(p_i=1\), which leaves nothing for the other sites. In the code `hs` is the displayed identity, `hnn` the sign of its terms, and `hz` the vanishing of each term at equality.

```lean
/-- Nonnegative populations with total one have a sum of squares at most one, and the value
one is reached only if a single site carries the whole population. -/
theorem populations_sq {ι : Type*} [Fintype ι] (p : ι → ℝ) (h0 : ∀ i, 0 ≤ p i)
    (h1 : ∑ i, p i = 1) :
    ∑ i, p i ^ 2 ≤ 1 ∧ (∑ i, p i ^ 2 = 1 → ∃ i, p i = 1 ∧ ∀ j, j ≠ i → p j = 0) := by
  classical
  have hle : ∀ i, p i ≤ 1 := fun i =>
    (single_le_sum (f := p) (fun j _ => h0 j) (mem_univ i)).trans h1.le
  have hs : ∑ i, p i * (1 - p i) = 1 - ∑ i, p i ^ 2 := by
    rw [← h1, ← sum_sub_distrib, h1]
    exact sum_congr rfl fun i _ => by ring
  have hnn : ∀ i ∈ (univ : Finset ι), 0 ≤ p i * (1 - p i) := fun i _ =>
    mul_nonneg (h0 i) (sub_nonneg.mpr (hle i))
  refine ⟨by linarith [sum_nonneg hnn], fun h2 => ?_⟩
  -- each population is zero or one
  have hz := (sum_eq_zero_iff_of_nonneg hnn).mp (by rw [hs, h2, sub_self])
  obtain ⟨i, hi⟩ : ∃ i, p i ≠ 0 := by
    by_contra! h
    simp [h] at h1
  have hi1 : p i = 1 := by
    rcases mul_eq_zero.mp (hz i (mem_univ i)) with h | h
    · exact absurd h hi
    · linarith
  refine ⟨i, hi1, fun j hj => ?_⟩
  have ht := add_sum_erase univ p (mem_univ i)
  have hb := single_le_sum (f := p) (s := univ.erase i) (fun k _ => h0 k)
    (mem_erase.mpr ⟨hj, mem_univ j⟩)
  linarith [h0 j]
```

## Linear phases occupy one cell

For \(z_k=c\,e^{2\pi i km/N}\),

\[
w_R=\frac cN\sum_k e^{2\pi i k(R+m)/N}
=\begin{cases}c,&R=-m,\\0,&\text{otherwise.}\end{cases}
\]

The slope \(m\) therefore only selects the cell on which the Wannier function sits. The minus sign comes from the sign chosen in the Fourier sum.

```lean
/-- Bloch phases that are linear in momentum, `c exp (2πi k m / N)`, give a Wannier function
with amplitude `c` on cell `-m` and zero elsewhere. -/
theorem wannier_linear_phase (c : ℂ) (m R : ZMod N) :
    wannier (fun k => c * stdAddChar (k * m)) R = if R = -m then c else 0 := by
  have hN : (N : ℂ) ≠ 0 := Nat.cast_ne_zero.mpr (NeZero.ne N)
  have hsum : ∑ k : ZMod N, c * stdAddChar (k * m) * stdAddChar (k * R)
      = c * ∑ k : ZMod N, stdAddChar (k * (R + m)) := by
    rw [mul_sum]
    refine sum_congr rfl fun k _ => ?_
    rw [mul_add, AddChar.map_add_eq_mul]
    ring
  change (1 / (N : ℂ)) * ∑ k : ZMod N, c * stdAddChar (k * m) * stdAddChar (k * R) = _
  rw [hsum, phase_sum]
  by_cases h : R = -m
  · have h' : R + m = 0 := by rw [h]; ring
    rw [if_pos h', if_pos h]
    field_simp
  · have h' : ¬ (R + m = 0) := fun e => h (eq_neg_of_add_eq_zero_left e)
    rw [if_neg h', if_neg h]
    simp
```

## The maximum and the phases that reach it

When \(|z_k|=1\), the right side of Parseval's identity is \(N/N=1\), so the populations are normalised.

```lean
/-- For unimodular Bloch phases the site populations of the Wannier function sum to one. -/
theorem wannier_normalised (z : ZMod N → ℂ) (hz : ∀ k, ‖z k‖ = 1) :
    ∑ R, ‖wannier z R‖ ^ 2 = 1 := by
  have hN : (N : ℝ) ≠ 0 := Nat.cast_ne_zero.mpr (NeZero.ne N)
  rw [parseval]
  simp [hz, ZMod.card, hN]
```

Setting \(p_R=|w_R|^2\) gives \(\sum_R|w_R|^4\le1\). At equality only one cell \(R_0\) is occupied, and the inverse transform has a single term:

\[
z_k=w_{R_0}e^{-2\pi i kR_0/N}.
\]

At \(k=0\) this reads \(z_0=w_{R_0}\), so \(z_k=z_0e^{2\pi i km/N}\) with \(m=-R_0\). Conversely, such phases put amplitude \(z_0\) on cell \(-m\) alone, and the functional equals \(|z_0|^4=1\).

The theorem states the bound and this equivalence together. Its `m` ranges over `ZMod N`, which is the same as allowing any integer, because integers that differ by \(N\) give the same phases. The maximiser is thus fixed up to an overall phase and a lattice translation.

```lean
/-- For unimodular Bloch phases the Pipek-Mezey functional is at most one, with equality
exactly when `z_k = z_0 exp (2πi k m / N)` for some `m`. -/
theorem pipekMezey_le_one_and_eq_iff (z : ZMod N → ℂ) (hz : ∀ k, ‖z k‖ = 1) :
    pipekMezey z ≤ 1 ∧
      (pipekMezey z = 1 ↔ ∃ m : ZMod N, ∀ k, z k = z 0 * stdAddChar (k * m)) := by
  have hp : pipekMezey z = ∑ R, (‖wannier z R‖ ^ 2) ^ 2 := by
    unfold pipekMezey
    exact sum_congr rfl fun R _ => by ring
  obtain ⟨hle, heq⟩ := populations_sq (fun R => ‖wannier z R‖ ^ 2)
    (fun R => by positivity) (wannier_normalised z hz)
  refine ⟨hp.le.trans hle, fun h => ?_, ?_⟩
  · -- one occupied cell R₀ leaves one term in the inverse transform
    obtain ⟨R₀, -, hR⟩ := heq (hp.symm.trans h)
    have hk : ∀ k, z k = wannier z R₀ * stdAddChar (-(k * R₀)) := by
      intro k
      rw [← bloch_from_wannier z k]
      refine sum_eq_single R₀ (fun R _ hne => ?_) (fun h => absurd (mem_univ R₀) h)
      have h0 : wannier z R = 0 := norm_eq_zero.mp (pow_eq_zero_iff two_ne_zero |>.mp (hR R hne))
      rw [h0, zero_mul]
    have hz0 : z 0 = wannier z R₀ := by
      have h0 := hk 0
      rwa [zero_mul, neg_zero, AddChar.map_zero_eq_one, mul_one] at h0
    exact ⟨-R₀, fun k => by rw [hz0, mul_neg]; exact hk k⟩
  · rintro ⟨m, hm⟩
    have hw : ∀ R, wannier z R = if R = -m then z 0 else 0 := fun R =>
      (congrArg (fun f => wannier f R) (funext hm)).trans (wannier_linear_phase (z 0) m R)
    unfold pipekMezey
    rw [sum_eq_single (-m)]
    · rw [hw, if_pos rfl, hz]
      norm_num
    · intro R _ hR
      rw [hw, if_neg hR]
      simp
    · intro h
      exact absurd (mem_univ (-m)) h
```

## A lower bound from Cauchy-Schwarz

Cauchy-Schwarz applied to the \(N\) populations gives

\[
1=\Bigl(\sum_R|w_R|^2\Bigr)^2\le N\sum_R|w_R|^4,
\]

so the functional is at least \(1/N\) for any choice of unimodular phases. In Lean the inequality is `sq_sum_le_card_mul_sum_sq`.

```lean
/-- For unimodular Bloch phases the Pipek-Mezey functional is at least `1 / N`. -/
theorem one_div_le_pipekMezey (z : ZMod N → ℂ) (hz : ∀ k, ‖z k‖ = 1) :
    1 / (N : ℝ) ≤ pipekMezey z := by
  have hN : (0 : ℝ) < N := Nat.cast_pos.mpr (Nat.pos_of_ne_zero (NeZero.ne N))
  have hp : pipekMezey z = ∑ R, (‖wannier z R‖ ^ 2) ^ 2 := by
    unfold pipekMezey
    exact sum_congr rfl fun R _ => by ring
  have h : (∑ R, ‖wannier z R‖ ^ 2) ^ 2
      ≤ ((univ : Finset (ZMod N)).card : ℝ) * ∑ R, (‖wannier z R‖ ^ 2) ^ 2 :=
    sq_sum_le_card_mul_sum_sq
  rw [wannier_normalised z hz, card_univ, ZMod.card, ← hp] at h
  rw [div_le_iff₀ hN]
  linarith

end

end PipekMezeyRing
```

```lean
#print axioms PipekMezeyRing.phase_eq_exp
-- 'PipekMezeyRing.phase_eq_exp' depends on axioms: [propext, Classical.choice, Quot.sound]
#print axioms PipekMezeyRing.pipekMezey_le_one_and_eq_iff
-- 'PipekMezeyRing.pipekMezey_le_one_and_eq_iff' depends on axioms: [propext, Classical.choice, Quot.sound]
#print axioms PipekMezeyRing.one_div_le_pipekMezey
-- 'PipekMezeyRing.one_div_le_pipekMezey' depends on axioms: [propext, Classical.choice, Quot.sound]
```

## Three cells by hand

Take \(N=3\), \(\omega=e^{2\pi i/3}\) and \((z_0,z_1,z_2)=(1,1,-1)\). Using \(1+\omega+\omega^2=0\),

\[
w_0=\tfrac13,\qquad
w_1=\tfrac13(1+\omega-\omega^2)=-\tfrac23\omega^2,\qquad
w_2=\tfrac13(1+\omega^2-\omega)=-\tfrac23\omega .
\]

The populations are \(\tfrac19,\tfrac49,\tfrac49\), with sum 1, and the functional is \(\tfrac{1+16+16}{81}=\tfrac{11}{27}\approx0.407\), between \(\tfrac13\) and 1. The linear choice \((1,\omega,\omega^2)\), with \(m=1\), gives \(w_0=w_1=0\) and \(w_2=1\). The occupied cell is \(2=-1\) modulo 3, and the functional is 1.
